# X-ray emission from a ring with uniform core-hole coherence: a momentum-selective part and a band average

Number the sites of a ring \(R,S=0,\dots,N-1\), with \(N\ge 1\). An integer \(k\) labels the crystal momentum \(2\pi k/(Na)\), where \(a\) is the lattice spacing. In Lean the sites are elements of `Fin N`, and they are converted to integers before being subtracted, so \(R-S\) may be negative. The Bloch phase with label \(n\) is

\[
\phi(n)=e^{2\pi i n/N}.
\]

```lean
import Mathlib

open Finset

namespace CoreHoleCoherence

noncomputable section

/-- The Bloch phase `exp(2πi n/N)` on a ring of `N` sites, for `N ≥ 1`. -/
def blochPhase (N : ℕ) (n : ℤ) : ℂ :=
  Complex.exp (2 * Real.pi * Complex.I * n / N)
```

The core hole is described by a matrix of site coherences \(C_{RS}\). In the model used here,

\[
C_{RS}=x+(1-x)\,\delta_{RS},
\]

so the diagonal elements are 1 and all others equal \(x\). For \(0\le x\le1\), and apart from the phases that the excitation imprints on the sites, \(C/N\) is the density matrix of a single core hole, with unit trace; those phases enter below through \(q\). The parameter \(x\) stands for the coherence that survives between the states with the core hole on different sites, for instance after coupling to phonons during the core-hole lifetime. It is postulated, real, and the same for every pair of sites, however far apart.

```lean
/-- Core-hole site coherences: `1` on the same site and `x` between different sites. -/
def siteCoherence (N : ℕ) (x : ℝ) (R S : Fin N) : ℂ :=
  x + (1 - x) * (if R = S then 1 else 0)
```

For any coherence matrix \(C\), the emission weight at label \(k\) is

\[
W_C(k)=\frac1{N^2}\sum_{R,S}C_{RS}\,\phi\big(k(R-S)\big).
\]

We write \(W(k)\) when \(C\) is the model matrix. Lean's `emissionWeight` is complex-valued and accepts any complex matrix, Hermitian or not.

```lean
/-- The emission weight at momentum label `k` for a core hole with site coherences `C`,
on a ring of `N ≥ 1` sites. -/
def emissionWeight {N : ℕ} (C : Fin N → Fin N → ℂ) (k : ℤ) : ℂ :=
  1 / (N : ℂ) ^ 2 *
    ∑ R : Fin N, ∑ S : Fin N, C R S * blochPhase N (k * (((R : ℕ) : ℤ) - ((S : ℕ) : ℤ)))
```

Finally, let the band state \(k\) have a real signal \(g(k)\), such as its broadened emission line evaluated at one fixed photon energy. The signal at momentum transfer \(q\) is

\[
I_C(q)=\sum_{k=0}^{N-1}W_C(k-q)\,g(k),
\]

written \(I(q)\) for the model matrix. This describes one filled, non-interacting band; the core-hole potential and the dynamics of the intermediate state do not appear. The excited electron is not described either: its momentum is taken as fixed, and \(q\) is counted so that a fully coherent core hole (\(x=1\)) selects the band state \(k=q\).

```lean
/-- The emission signal at momentum transfer `q`, on a ring of `N ≥ 1` sites: each band state
`k` contributes its own signal `g k`, weighted by the emission weight at `k - q`. -/
def emissionSpectrum {N : ℕ} (C : Fin N → Fin N → ℂ) (g : Fin N → ℝ) (q : Fin N) : ℂ :=
  ∑ k : Fin N, emissionWeight C (((k : ℕ) : ℤ) - ((q : ℕ) : ℤ)) * (g k : ℂ)
```

## (a) Adding labels

Show that for all integers \(m,n\)

\[
\phi(m+n)=\phi(m)\,\phi(n).
\]

The exponent is linear in the label, \(2\pi i(m+n)/N=2\pi i m/N+2\pi i n/N\), and the exponential of a sum is the product of the exponentials.

```lean
/-- Bloch phases multiply when their labels add. -/
theorem blochPhase_add (N : ℕ) (a b : ℤ) :
    blochPhase N (a + b) = blochPhase N a * blochPhase N b := by
  simp only [blochPhase]
  rw [← Complex.exp_add]
  congr 1
  push_cast
  ring
```

The rewrite with `Complex.exp_add` merges the two exponentials, and `ring` compares the exponents.

## (b) Labels with trivial phase

Show that

\[
\phi(n)=1\quad\Longleftrightarrow\quad N\mid n .
\]

The equation \(e^z=1\) holds exactly when \(z=2\pi i c\) for some integer \(c\). Here this reads \(2\pi i n/N=2\pi i c\). Multiplying by \(N\) and cancelling \(2\pi i\) gives \(n=Nc\), and the steps can be reversed.

```lean
/-- On a non-empty ring, a Bloch phase is one exactly when `N` divides its label. -/
theorem blochPhase_eq_one_iff (N : ℕ) [NeZero N] (n : ℤ) :
    blochPhase N n = 1 ↔ (N : ℤ) ∣ n := by
  have hN : (N : ℂ) ≠ 0 := Nat.cast_ne_zero.2 (NeZero.ne N)
  rw [blochPhase, Complex.exp_eq_one_iff]
  constructor
  · rintro ⟨c, hc⟩
    refine ⟨c, ?_⟩
    rw [div_eq_iff hN] at hc
    have h : (n : ℂ) = N * c := by
      apply mul_left_cancel₀ Complex.two_pi_I_ne_zero
      linear_combination hc
    exact_mod_cast h
  · rintro ⟨c, rfl⟩
    refine ⟨c, ?_⟩
    rw [div_eq_iff hN]
    push_cast
    ring
```

The assumption `[NeZero N]` says that the ring has at least one site. The two branches after `constructor` are the two directions; the first cancels \(2\pi i\) and carries \(n=Nc\) from the complex numbers back to the integers.

## (c) Orthogonality on the ring

Show that for every integer \(m\)

\[
\sum_{j=0}^{N-1}\phi(mj)=\begin{cases}N,& N\mid m,\\ 0,&\text{otherwise.}\end{cases}
\]

Put \(r=\phi(m)\). Then \(\phi(mj)=r^j\), and the sum is geometric. If \(N\mid m\), part (b) gives \(r=1\), and the sum has \(N\) terms equal to 1. Otherwise \(r\neq1\), while \(r^N=\phi(mN)=1\) because \(N\) divides \(mN\). Therefore

\[
\Big(\sum_{j=0}^{N-1}r^j\Big)(r-1)=r^N-1=0,
\]

and since \(r-1\ne0\) the sum vanishes.

```lean
/-- Orthogonality on a non-empty ring: the Bloch phases of label `m` summed over all sites give
`N` if `N` divides `m`, and cancel otherwise. -/
theorem sum_blochPhase (N : ℕ) [NeZero N] (m : ℤ) :
    ∑ j : Fin N, blochPhase N (m * ((j : ℕ) : ℤ)) = if (N : ℤ) ∣ m then (N : ℂ) else 0 := by
  have hpow : ∀ j : ℕ, blochPhase N (m * (j : ℤ)) = blochPhase N m ^ j := by
    intro j
    simp only [blochPhase]
    rw [← Complex.exp_nat_mul]
    congr 1
    push_cast
    ring
  simp only [hpow]
  rw [Fin.sum_univ_eq_sum_range (fun j => blochPhase N m ^ j) N]
  split_ifs with h
  · rw [(blochPhase_eq_one_iff N m).2 h]
    simp
  · -- a geometric sum whose ratio is a non-trivial N-th root of unity
    have h1 : blochPhase N m ≠ 1 := fun e => h ((blochPhase_eq_one_iff N m).1 e)
    have hr : blochPhase N m ^ N = 1 := by
      rw [← hpow]
      exact (blochPhase_eq_one_iff N _).2 (dvd_mul_left _ _)
    have hg := geom_sum_mul (blochPhase N m) N
    rw [hr, sub_self] at hg
    exact (mul_eq_zero.1 hg).resolve_right (sub_ne_zero.2 h1)
```

In the code `hpow` is \(\phi(mj)=r^j\), `h1` is \(r\ne1\), `hr` is \(r^N=1\), and `geom_sum_mul` supplies the displayed identity.

## (d) Labels within one zone

Let \(k\) and \(q\) both lie in \(0,\dots,N-1\). Show that

\[
N\mid k-q\quad\Longleftrightarrow\quad k=q .
\]

If \(k-q=Nc\), the bounds on the labels give \(-N<Nc<N\), hence \(-1<c<1\). The integer \(c\) is therefore 0, and \(k=q\). Conversely, \(N\) divides 0.

```lean
/-- Two labels from `0, …, N-1` differ by a multiple of `N` exactly when they are equal. -/
theorem dvd_sub_iff_eq {N : ℕ} (k q : Fin N) :
    (N : ℤ) ∣ ((k : ℕ) : ℤ) - ((q : ℕ) : ℤ) ↔ k = q := by
  constructor
  · rintro ⟨c, hc⟩
    have hk : ((k : ℕ) : ℤ) < N := by exact_mod_cast k.isLt
    have hq : ((q : ℕ) : ℤ) < N := by exact_mod_cast q.isLt
    have hk0 : (0 : ℤ) ≤ ((k : ℕ) : ℤ) := Int.natCast_nonneg _
    have hq0 : (0 : ℤ) ≤ ((q : ℕ) : ℤ) := Int.natCast_nonneg _
    have h1 : c < 1 := by
      by_contra h
      nlinarith
    have h2 : -1 < c := by
      by_contra h
      nlinarith
    have h0 : c = 0 := by omega
    rw [h0, mul_zero] at hc
    apply Fin.ext
    omega
  · rintro rfl
    simp
```

The bounds on \(c\) are `h1` and `h2`, and `omega` concludes that \(c=0\).

## (e) The emission weight

Show that for every integer \(k\) and every real \(x\)

\[
W(k)=x\,[N\mid k]+\frac{1-x}{N},
\]

where the bracket is 1 if \(N\) divides \(k\) and 0 otherwise. Deduce the form for \(k=0,\dots,N-1\).

Insert the coherences into the double sum. By (a), \(\phi(k(R-S))=\phi(kR)\,\phi(-kS)\), so the uniform part factorises. In the diagonal part every phase is \(\phi(0)=1\). Thus

\[
\sum_{R,S}C_{RS}\,\phi(k(R-S))
= x\Big(\sum_R\phi(kR)\Big)\Big(\sum_S\phi(-kS)\Big)+N(1-x).
\]

By (c), each lattice sum is \(N\) if \(N\mid k\) and 0 otherwise; the sign of \(k\) does not affect divisibility. The right-hand side is therefore \(xN^2[N\mid k]+N(1-x)\), and division by \(N^2\) gives the claim. Among the labels \(0,\dots,N-1\) only 0 is divisible by \(N\), so there

\[
W(k)=x\,\delta_{k0}+\frac{1-x}{N}.
\]

```lean
/-- For a core hole with the same coherence `x` between any two different sites (and `1` on the
diagonal), the emission weight on a non-empty ring is a coherent peak of weight `x` at the labels
divisible by `N`, on top of a momentum-independent background `(1 - x)/N`. -/
theorem emissionWeight_siteCoherence (N : ℕ) [NeZero N] (x : ℝ) (k : ℤ) :
    emissionWeight (siteCoherence N x) k =
      x * (if (N : ℤ) ∣ k then 1 else 0) + (1 - x) / N := by
  have hN : (N : ℂ) ≠ 0 := Nat.cast_ne_zero.2 (NeZero.ne N)
  have h0 : blochPhase N 0 = 1 := by simp [blochPhase]
  -- the coherent part factorises, the incoherent part is diagonal
  have hsplit : ∀ R S : Fin N,
      siteCoherence N x R S * blochPhase N (k * (((R : ℕ) : ℤ) - ((S : ℕ) : ℤ))) =
        x * (blochPhase N (k * ((R : ℕ) : ℤ)) * blochPhase N (-k * ((S : ℕ) : ℤ))) +
          (if R = S then (1 - x : ℂ) else 0) := by
    intro R S
    rw [← blochPhase_add, show k * ((R : ℕ) : ℤ) + -k * ((S : ℕ) : ℤ) =
      k * (((R : ℕ) : ℤ) - ((S : ℕ) : ℤ)) by ring]
    unfold siteCoherence
    split_ifs with h
    · subst h
      rw [sub_self, mul_zero, h0]
      ring
    · ring
  have hsum : ∑ R : Fin N, ∑ S : Fin N,
      siteCoherence N x R S * blochPhase N (k * (((R : ℕ) : ℤ) - ((S : ℕ) : ℤ))) =
        x * ((∑ R : Fin N, blochPhase N (k * ((R : ℕ) : ℤ))) *
          ∑ S : Fin N, blochPhase N (-k * ((S : ℕ) : ℤ))) + N * (1 - x) := by
    simp only [hsplit, sum_add_distrib]
    congr 1
    · rw [sum_mul_sum, mul_sum]
      refine sum_congr rfl fun R _ => ?_
      rw [mul_sum]
    · simp
      ring
  rw [emissionWeight, hsum, sum_blochPhase, sum_blochPhase]
  simp only [dvd_neg]
  split_ifs <;> field_simp
  ring
```

The theorem is stated with divisibility; the Kronecker-delta form follows from (d) with \(q=0\). In the proof, `hsplit` separates the two parts of each summand and `hsum` performs the double sum. Two uses of `sum_blochPhase` then evaluate the lattice sums.

The non-empty ring is needed: for \(N=0\), Lean's convention for division by zero makes the left side 0 and the right side \(x\) at \(k=0\), which disagree for \(x=1\).

## (f) Two contributions to the signal

Show that

\[
I(q)=x\,g(q)+(1-x)\,\frac1N\sum_{k=0}^{N-1}g(k).
\]

Apply (e) at the label \(k-q\). By (d), \([N\mid k-q]=\delta_{kq}\), so

\[
I(q)=\sum_k\Big(x\,\delta_{kq}+\frac{1-x}{N}\Big)g(k)
= x\,g(q)+\frac{1-x}{N}\sum_k g(k).
\]

```lean
/-- For a core hole with the same coherence `x` between any two different sites (and `1` on the
diagonal), the emission signal at momentum transfer `q` is `x` times the signal of the band state
`q` plus `1 - x` times the average signal of the whole band. -/
theorem emissionSpectrum_siteCoherence (N : ℕ) [NeZero N] (x : ℝ) (g : Fin N → ℝ)
    (q : Fin N) :
    emissionSpectrum (siteCoherence N x) g q =
      x * (g q : ℂ) + (1 - x) * ((∑ k : Fin N, (g k : ℂ)) / N) := by
  simp only [emissionSpectrum, emissionWeight_siteCoherence, dvd_sub_iff_eq, add_mul,
    sum_add_distrib]
  congr 1
  · simp
  · rw [← mul_sum]
    ring
```

The `simp only` call inserts (e) and (d) and splits the sum in two; the remaining lines evaluate one half each.

If each \(g(k)\) is a line of unit area with the same matrix element, the band average is the broadened density of states per band state. For \(0\le x\le1\) the emission signal of this model is then a mixture of a band-mapping signal and a density-of-states background. The background is independent of \(q\), so the difference between two momentum transfers is \(I(q)-I(q')=x\,(g(q)-g(q'))\).

## (g) A sum rule for any coherence matrix

Let \(C\) be arbitrary. Show that

\[
\sum_{k=0}^{N-1}W_C(k)=\frac1N\sum_R C_{RR}.
\]

Exchange the order of summation:

\[
\sum_k W_C(k)=\frac1{N^2}\sum_{R,S}C_{RS}\sum_k\phi\big((R-S)k\big).
\]

The inner sum is the one in (c) with \(m=R-S\). By (d) it equals \(N\delta_{RS}\), so only the diagonal elements remain, and one factor of \(N\) cancels.

```lean
/-- Sum rule for arbitrary site coherences on a non-empty ring: the emission weights summed over
the labels `0, …, N-1` equal the site average of the diagonal elements. -/
theorem sum_emissionWeight {N : ℕ} [NeZero N] (C : Fin N → Fin N → ℂ) :
    ∑ k : Fin N, emissionWeight C ((k : ℕ) : ℤ) = (∑ R : Fin N, C R R) / N := by
  have hN : (N : ℂ) ≠ 0 := Nat.cast_ne_zero.2 (NeZero.ne N)
  -- summing over momentum removes every off-diagonal coherence
  have hR : ∀ R : Fin N, ∑ k : Fin N, ∑ S : Fin N,
      C R S * blochPhase N (((k : ℕ) : ℤ) * (((R : ℕ) : ℤ) - ((S : ℕ) : ℤ))) =
        N * C R R := by
    intro R
    rw [sum_comm]
    have hS : ∀ S : Fin N, ∑ k : Fin N,
        C R S * blochPhase N (((k : ℕ) : ℤ) * (((R : ℕ) : ℤ) - ((S : ℕ) : ℤ))) =
          if R = S then N * C R S else 0 := by
      intro S
      have e : ∑ k : Fin N, blochPhase N (((k : ℕ) : ℤ) * (((R : ℕ) : ℤ) - ((S : ℕ) : ℤ))) =
          ∑ k : Fin N, blochPhase N ((((R : ℕ) : ℤ) - ((S : ℕ) : ℤ)) * ((k : ℕ) : ℤ)) :=
        sum_congr rfl fun k _ => by rw [mul_comm]
      rw [← mul_sum, e, sum_blochPhase]
      simp only [dvd_sub_iff_eq]
      split_ifs <;> ring
    simp [hS]
  simp only [emissionWeight]
  rw [← mul_sum, sum_comm]
  simp only [hR]
  rw [← mul_sum]
  field_simp
```

Here `hS` evaluates the sum over momentum for a fixed pair of sites, `hR` then sums over \(S\), and `sum_comm` exchanges the sums.

In the model all diagonal elements are 1, so the total weight is 1 for every \(x\). For \(N\ge2\), changing \(x\) redistributes weight between momenta without altering the total; for \(N=1\) the single weight is always 1.

## (h) Coherences with non-negative weights

Let \(N\ge2\). Show that

\[
W(k)\ge0\ \text{ for all integers }k\quad\Longleftrightarrow\quad 1+(N-1)x\ge0\ \text{ and }\ x\le1 .
\]

By (e) the weight is real and takes the values

\[
x+\frac{1-x}{N}=\frac{1+(N-1)x}{N}\quad(N\mid k),\qquad
\frac{1-x}{N}\quad(N\nmid k).
\]

Both values occur: the first at \(k=0\), the second at \(k=1\), which \(N\ge2\) does not divide. Since \(N>0\), all weights are non-negative exactly when both numerators are.

```lean
/-- On a ring of at least two sites, for a core hole with the same coherence `x` between any two
different sites (and `1` on the diagonal), all emission weights are non-negative exactly when
`1 + (N - 1) x ≥ 0` and `x ≤ 1`. -/
theorem emissionWeight_nonneg_iff (N : ℕ) (h2 : 2 ≤ N) (x : ℝ) :
    (∀ k : ℤ, 0 ≤ (emissionWeight (siteCoherence N x) k).re) ↔
      0 ≤ 1 + ((N : ℝ) - 1) * x ∧ x ≤ 1 := by
  have : NeZero N := ⟨by omega⟩
  have hN : (0 : ℝ) < N := by exact_mod_cast (by omega : 0 < N)
  have hre : ∀ k : ℤ, (emissionWeight (siteCoherence N x) k).re =
      x * (if (N : ℤ) ∣ k then 1 else 0) + (1 - x) / N := by
    intro k
    have h : emissionWeight (siteCoherence N x) k =
        ((x * (if (N : ℤ) ∣ k then 1 else 0) + (1 - x) / N : ℝ) : ℂ) := by
      rw [emissionWeight_siteCoherence]
      split_ifs <;> simp
    rw [h, Complex.ofReal_re]
  have hpeak : x * 1 + (1 - x) / N = (1 + ((N : ℝ) - 1) * x) / N := by
    field_simp
    ring
  constructor
  · intro h
    have hk0 := h 0
    have hk1 := h 1
    have hnd : ¬ (N : ℤ) ∣ 1 := by
      intro hd
      have := Int.le_of_dvd one_pos hd
      omega
    rw [hre, if_pos (dvd_zero _), hpeak, le_div_iff₀ hN] at hk0
    rw [hre, if_neg hnd, mul_zero, zero_add, le_div_iff₀ hN] at hk1
    constructor <;> linarith
  · rintro ⟨ha, hb⟩ k
    rw [hre]
    split_ifs
    · rw [hpeak]
      exact div_nonneg ha hN.le
    · rw [mul_zero, zero_add]
      exact div_nonneg (sub_nonneg.2 hb) hN.le

end

end CoreHoleCoherence
```

Because the weight has complex type, the statement uses its real part `.re`; `hre` computes it, and `hpeak` is the rearrangement of the first value. The forward direction tests \(k=0\) and \(k=1\), while the reverse direction treats the two cases of divisibility.

The interval \(0\le x\le1\) satisfies both inequalities, and some negative coherences do too, down to \(x=-1/(N-1)\). Outside the allowed range the formula in (e) still holds, but the weights can no longer all be read as probabilities: for \(N=2\) and \(x=2\), \(W(1)=-\tfrac12\).

The condition \(N\ge2\) cannot be relaxed to \(N\ge1\). On a single site every label is divisible by \(N\), and the weight is \(x+(1-x)=1\) whatever \(x\) is. With \(x=2\) all weights are then non-negative although \(x\le1\) fails.

```lean
#print axioms CoreHoleCoherence.emissionSpectrum_siteCoherence
#print axioms CoreHoleCoherence.sum_emissionWeight
#print axioms CoreHoleCoherence.emissionWeight_nonneg_iff
```

```
'CoreHoleCoherence.emissionSpectrum_siteCoherence' depends on axioms: [propext, Classical.choice, Quot.sound]
'CoreHoleCoherence.sum_emissionWeight' depends on axioms: [propext, Classical.choice, Quot.sound]
'CoreHoleCoherence.emissionWeight_nonneg_iff' depends on axioms: [propext, Classical.choice, Quot.sound]
```
